# An exponential local-density tail is deeper than the image potential on one bounded interval of heights or nowhere

Suppose a surface potential is to follow its local-density tail outwards and switch to the image potential at the height where the two agree. If the tails are $-a\,e^{-bz}$ and $-1/(4z)$, that height need not exist, and if it exists it need not be unique. For $a=b=1$ in atomic units, values chosen for illustration and not fitted to a metal, the tails meet near $z=0.36$ and again near $z=2.15$. A root search that returns the inner height inserts the image potential over a range where the local-density tail is the deeper of the two. For $a=1/2$, $b=1$ there is no crossing to find.

For $b>0$ the count is settled by comparing $4a$ with $eb$, where $e$ is Euler's number. This tells an electronic-structure calculation how many matching heights are available, provided that the local-density tail is a single exponential and the image potential keeps its classical form at every height above the image plane.

```lean
import Mathlib

open Set

namespace ImagePotentialTail

noncomputable section
```

## The two tails

Let $z$ be the height above a planar metal surface, with the image plane at $z=0$. In atomic units the tails are

$$V_L(z)=-a\,e^{-bz},\qquad V_I(z)=-\frac{1}{4z}.$$

The amplitude $a$ is an energy and $b$ is an inverse decay length. The exponential form reflects the exponential decay of the electron density into the vacuum. The constant $b$ belongs to the potential and not to the density: local exchange is proportional to the cube root of the density, so it decays at a third of the density's rate. Both constants are given and not derived from a density functional. In Lean they are real numbers without units, so $a$ is to be read in hartree and $b$ in inverse bohr.

```lean
/-- The exponential local-density tail `-a exp(-bz)` of the potential at height `z`. -/
def ldaTail (a b z : ℝ) : ℝ := -a * Real.exp (-(b * z))
```

The image potential is that of a classical point charge outside a perfect conductor. It diverges at the image plane, whereas the potential at a real surface stays finite. An inner crossing very close to the plane may therefore lie where neither formula describes the metal.

```lean
/-- The image potential `-1/(4z)` in atomic units, at distance `z ≠ 0` from the image plane. -/
def imageTail (z : ℝ) : ℝ := -1 / (4 * z)
```

## One ratio decides which tail is deeper

Define the dimensionless depth ratio

$$r(z)=4az\,e^{-bz}.$$

```lean
/-- The dimensionless function `4 a z exp(-bz)` of the height `z`. -/
def depthRatio (a b z : ℝ) : ℝ := 4 * a * z * Real.exp (-(b * z))
```

For $z\neq0$ the factors $4z$ cancel:

$$r(z)\,V_I(z)=4az\,e^{-bz}\cdot\left(-\frac{1}{4z}\right)=-a\,e^{-bz}=V_L(z).$$

```lean
/-- At nonzero height the local-density tail is the image tail times the depth ratio. -/
theorem ldaTail_eq_ratio_mul (a b : ℝ) {z : ℝ} (hz : z ≠ 0) :
    ldaTail a b z = depthRatio a b z * imageTail z := by
  unfold ldaTail depthRatio imageTail
  field_simp
```

Subtracting $V_I$ gives $V_L-V_I=(r-1)\,V_I$. Since $V_I(z)<0$ for $z>0$, the difference is negative exactly when $r>1$ and zero exactly when $r=1$. "Deeper" means more negative, so $V_L$ is deeper where $r>1$, and the tails cross where $r=1$. In the proof, `hn` records the sign of $V_I$; the inequality then follows by sign arithmetic and the equality by cancelling the nonzero factor $V_I$.

```lean
/-- Above the surface, the local-density tail is deeper than the image tail exactly when the
depth ratio exceeds one, and the two agree exactly when it equals one. -/
theorem compare_iff (a b : ℝ) {z : ℝ} (hz : 0 < z) :
    (ldaTail a b z < imageTail z ↔ 1 < depthRatio a b z) ∧
    (ldaTail a b z = imageTail z ↔ depthRatio a b z = 1) := by
  have hn : imageTail z < 0 :=
    div_neg_of_neg_of_pos (by norm_num) (by positivity)
  rw [ldaTail_eq_ratio_mul a b hz.ne']
  refine ⟨⟨fun h => ?_, fun h => by nlinarith⟩, ⟨fun h => ?_, fun h => by rw [h, one_mul]⟩⟩
  · by_contra hc
    have hc' := not_lt.1 hc
    nlinarith
  · exact mul_right_cancel₀ hn.ne (by rw [one_mul]; exact h)
```

## The ratio rises up to $1/b$ and falls beyond it

Monotonicity can be had without derivatives, from the bound $e^t>1+t$ for $t\neq0$. Take $a,b>0$ and $0\le x<y$ with $by\le1$, and apply the bound at $-b(y-x)$:

$$y\,e^{-b(y-x)}>y-by\,(y-x)\ge y-(y-x)=x.$$

Multiplying by $4a\,e^{-bx}>0$ gives $r(y)>r(x)$. The displayed inequality is `k` in the code, and the `calc` block does the multiplication.

```lean
/-- For positive `a` and `b`, the depth ratio rises strictly with height from the surface
up to `z = 1/b`. -/
theorem depthRatio_rises {a b x y : ℝ} (ha : 0 < a) (hb : 0 < b) (hx : 0 ≤ x)
    (hxy : x < y) (hy : b * y ≤ 1) : depthRatio a b x < depthRatio a b y := by
  have ht : 0 < b * (y - x) := mul_pos hb (sub_pos.2 hxy)
  have h := Real.add_one_lt_exp (neg_ne_zero.2 ht.ne')
  have e : Real.exp (-(b * y)) = Real.exp (-(b * x)) * Real.exp (-(b * (y - x))) := by
    rw [← Real.exp_add]
    congr 1
    ring
  have k : x < y * Real.exp (-(b * (y - x))) := by
    nlinarith [mul_lt_mul_of_pos_left h (lt_of_le_of_lt hx hxy),
      mul_nonneg (sub_nonneg.2 hxy.le) (sub_nonneg.2 hy)]
  calc depthRatio a b x = 4 * a * Real.exp (-(b * x)) * x := by unfold depthRatio; ring
    _ < 4 * a * Real.exp (-(b * x)) * (y * Real.exp (-(b * (y - x)))) :=
        mul_lt_mul_of_pos_left k (by positivity)
    _ = depthRatio a b y := by unfold depthRatio; rw [e]; ring
```

On the far side take $0<x<y$ with $bx\ge1$. The same bound at $+b(y-x)$ gives

$$x\,e^{b(y-x)}>x+bx\,(y-x)\ge x+(y-x)=y,$$

and multiplying by $4a\,e^{-by}>0$ gives $r(x)>r(y)$.

```lean
/-- For positive `a` and `b`, the depth ratio falls strictly with height from `z = 1/b`
outwards. -/
theorem depthRatio_falls {a b x y : ℝ} (ha : 0 < a) (hb : 0 < b) (hx : 0 < x)
    (hxy : x < y) (hbx : 1 ≤ b * x) : depthRatio a b y < depthRatio a b x := by
  have ht : 0 < b * (y - x) := mul_pos hb (sub_pos.2 hxy)
  have h := Real.add_one_lt_exp ht.ne'
  have e : Real.exp (-(b * x)) = Real.exp (-(b * y)) * Real.exp (b * (y - x)) := by
    rw [← Real.exp_add]
    congr 1
    ring
  have k : y < x * Real.exp (b * (y - x)) := by
    nlinarith [mul_lt_mul_of_pos_left h hx,
      mul_nonneg (sub_nonneg.2 hxy.le) (sub_nonneg.2 hbx)]
  calc depthRatio a b y = 4 * a * Real.exp (-(b * y)) * y := by unfold depthRatio; ring
    _ < 4 * a * Real.exp (-(b * y)) * (x * Real.exp (b * (y - x))) :=
        mul_lt_mul_of_pos_left k (by positivity)
    _ = depthRatio a b x := by unfold depthRatio; rw [e]; ring
```

## Two crossings when $4a>eb$

The theorem `two_crossings` assumes $b>0$ and $4a>eb$. The second condition already forces $a>0$, so no sign is assumed for $a$. The conclusion supplies heights with $0<z_1<1/b<z_2$ such that, for every $z>0$, the tails agree if and only if $z=z_1$ or $z=z_2$, and $V_L(z)<V_I(z)$ if and only if $z_1<z<z_2$. The first equivalence, with $1/b$ separating the two heights, says that there are exactly two crossings.

First locate values of $r$ below and above one. At the surface $r(0)=0$, and at the peak

$$r(1/b)=\frac{4a}{eb}>1.$$

For a point far out, take $Z=8a/b^2$. It lies beyond the peak, because $e\ge2$ gives $4a>b$ and hence $bZ=8a/b>1$. With $e^s\ge1+s+s^2/2$ for $s\ge0$,

$$4aZ=\frac{(bZ)^2}{2}<1+bZ+\frac{(bZ)^2}{2}\le e^{bZ},$$

so $r(Z)<1$. These estimates are `hpeak` and `hfar`.

Since $r$ is continuous, the intermediate value theorem gives $z_1$ in $[0,1/b]$ and $z_2$ in $[1/b,Z]$ with $r(z_1)=r(z_2)=1$. Neither can be an endpoint of its interval at which $r\neq1$, so $0<z_1<1/b<z_2$.

Monotonicity fixes the rest:

- For $0<z<z_1$ the ratio is still rising towards one, so $r(z)<1$ (`hlo`).
- For $z_1<z<z_2$ either $z\le1/b$ and $r(z)>r(z_1)=1$, or $z\ge1/b$ and $r(z)>r(z_2)=1$ (`hin`).
- For $z>z_2$ the ratio has fallen below one, so $r(z)<1$ (`hhi`).

The code rewrites both comparisons in terms of $r$ with `compare_iff` and then goes through the possible positions of $z$ relative to $z_1$ and $z_2$.

```lean
/-- Above the surface, if `b > 0` and `4a > e b`, the two tails cross at exactly two heights, one
below and one above `1/b`, and the local-density tail is the deeper one exactly between them. -/
theorem two_crossings {a b : ℝ} (hb : 0 < b) (h : Real.exp 1 * b < 4 * a) :
    ∃ z₁ z₂ : ℝ, 0 < z₁ ∧ z₁ < 1 / b ∧ 1 / b < z₂ ∧ ∀ z, 0 < z →
      (ldaTail a b z = imageTail z ↔ z = z₁ ∨ z = z₂) ∧
      (ldaTail a b z < imageTail z ↔ z₁ < z ∧ z < z₂) := by
  have hab : b < 4 * a := by
    nlinarith [mul_le_mul_of_nonneg_right (Real.add_one_le_exp (1 : ℝ)) hb.le]
  have ha : 0 < a := by linarith
  have hp : 0 < 1 / b := by positivity
  have hb1 : b * (1 / b) = 1 := mul_one_div_cancel hb.ne'
  have hcont : Continuous (depthRatio a b) := by unfold depthRatio; fun_prop
  have h0 : depthRatio a b 0 = 0 := by simp [depthRatio]
  -- the ratio exceeds one at its peak
  have hpeak : 1 < depthRatio a b (1 / b) := by
    have e : depthRatio a b (1 / b) = 4 * a / (Real.exp 1 * b) := by
      unfold depthRatio
      rw [hb1, Real.exp_neg]
      field_simp
    rw [e, one_lt_div (by positivity)]
    exact h
  -- and is below one far from the surface
  obtain ⟨Z, hZ⟩ : ∃ Z : ℝ, b ^ 2 * Z = 8 * a := ⟨8 * a / b ^ 2, by field_simp⟩
  have hpZ : 1 / b ≤ Z := by
    rw [div_le_iff₀ hb]
    by_contra hc
    nlinarith [mul_lt_mul_of_pos_left (not_le.1 hc) hb]
  have hZ0 : 0 < Z := lt_of_lt_of_le hp hpZ
  have hfar : depthRatio a b Z < 1 := by
    have hq := Real.quadratic_le_exp_of_nonneg (mul_pos hb hZ0).le
    have e : 4 * a * Z = (b * Z) ^ 2 / 2 := by linear_combination (-(Z / 2)) * hZ
    unfold depthRatio
    rw [Real.exp_neg, ← div_eq_mul_inv, div_lt_one (Real.exp_pos _), e]
    linarith [mul_pos hb hZ0]
  -- one crossing on each side of the peak
  obtain ⟨z₁, ⟨h1, h1p⟩, hr1⟩ := intermediate_value_Icc hp.le hcont.continuousOn
    (show (1 : ℝ) ∈ Icc (depthRatio a b 0) (depthRatio a b (1 / b)) from
      ⟨by rw [h0]; norm_num, hpeak.le⟩)
  obtain ⟨z₂, ⟨h2p, _⟩, hr2⟩ := intermediate_value_Icc' hpZ hcont.continuousOn
    (show (1 : ℝ) ∈ Icc (depthRatio a b Z) (depthRatio a b (1 / b)) from
      ⟨hfar.le, hpeak.le⟩)
  have h1pos : 0 < z₁ := lt_of_le_of_ne h1 (fun e => by rw [← e, h0] at hr1; norm_num at hr1)
  have h1lt : z₁ < 1 / b := lt_of_le_of_ne h1p (fun e => by rw [e] at hr1; linarith)
  have h2lt : 1 / b < z₂ := lt_of_le_of_ne h2p (fun e => by rw [← e] at hr2; linarith)
  have below : ∀ x, x ≤ 1 / b → b * x ≤ 1 := fun x hx => by
    nlinarith [mul_le_mul_of_nonneg_left hx hb.le]
  have above : ∀ x, 1 / b ≤ x → 1 ≤ b * x := fun x hx => by
    nlinarith [mul_le_mul_of_nonneg_left hx hb.le]
  refine ⟨z₁, z₂, h1pos, h1lt, h2lt, fun z hz => ?_⟩
  -- monotonicity decides the comparison in the three regions
  have hlo : z < z₁ → depthRatio a b z < 1 := fun hl => by
    linarith [depthRatio_rises ha hb hz.le hl (below z₁ h1p)]
  have hhi : z₂ < z → depthRatio a b z < 1 := fun hl => by
    linarith [depthRatio_falls ha hb (hp.trans h2lt) hl (above z₂ h2p)]
  have hin : z₁ < z → z < z₂ → 1 < depthRatio a b z := fun hl hu => by
    rcases le_total z (1 / b) with hc | hc
    · linarith [depthRatio_rises ha hb h1 hl (below z hc)]
    · linarith [depthRatio_falls ha hb hz hu (above z hc)]
  rw [(compare_iff a b hz).1, (compare_iff a b hz).2]
  rcases lt_trichotomy z z₁ with c | c | c
  · have := hlo c
    constructor <;> constructor
    · intro e; linarith
    · rintro (e | e) <;> linarith
    · intro e; linarith
    · rintro ⟨e, _⟩; linarith
  · rw [c, hr1]
    simp
  · rcases lt_trichotomy z z₂ with d | d | d
    · have := hin c d
      exact ⟨⟨fun e => by linarith, by rintro (e | e) <;> linarith⟩,
        ⟨fun _ => ⟨c, d⟩, fun _ => this⟩⟩
    · rw [d, hr2]
      simp
    · have := hhi d
      exact ⟨⟨fun e => by linarith, by rintro (e | e) <;> linarith⟩,
        ⟨fun e => by linarith, fun e => by linarith [e.2]⟩⟩
```

## No interval when $4a\le eb$

In the opposite case, `never_deeper` states that $V_I(z)\le V_L(z)$ at every $z>0$, and that equality holds if and only if both $4a=eb$ and $z=1/b$. At the threshold the curves therefore touch at one height, and below it they do not meet. Here $a$ may have either sign; for $a\le0$ the exponential is not attractive and the inequality is immediate.

Replacing $4a$ by its upper bound gives

$$r(z)\le e\,bz\,e^{-bz}=bz\,e^{1-bz}\le1.$$

The last step is $bz\le e^{bz-1}$, which is the bound $1+t\le e^t$ at $t=bz-1$. In Lean the two inequalities are `h1` and `h2`, and `e` records that the exponential factors multiply to one.

If $r(z)=1$, both inequalities must be equalities. The exponential bound is strict unless $bz=1$, and the replacement of $4a$ is strict unless $4a=eb$. Conversely, inserting these two values gives

$$r(1/b)=eb\cdot\frac1b\cdot e^{-1}=1.$$

The code proves the forward direction by ruling out each strict inequality, and the reverse direction by substitution.

```lean
/-- Above the surface, if `b > 0` and `4a ≤ e b`, the local-density tail is nowhere deeper than the
image tail, and the two agree at height `z` exactly when `4a = e b` and `z = 1/b`. -/
theorem never_deeper {a b z : ℝ} (hb : 0 < b) (h : 4 * a ≤ Real.exp 1 * b) (hz : 0 < z) :
    imageTail z ≤ ldaTail a b z ∧
    (ldaTail a b z = imageTail z ↔ 4 * a = Real.exp 1 * b ∧ z = 1 / b) := by
  have hw : 0 < z * Real.exp (-(b * z)) := by positivity
  have hE : 0 < Real.exp 1 * Real.exp (-(b * z)) := by positivity
  have e : Real.exp 1 * Real.exp (-(b * z)) * Real.exp (b * z - 1) = 1 := by
    rw [← Real.exp_add, ← Real.exp_add, ← Real.exp_zero]
    congr 1
    ring
  have h1 : depthRatio a b z ≤ Real.exp 1 * Real.exp (-(b * z)) * (b * z) := by
    unfold depthRatio
    nlinarith [mul_le_mul_of_nonneg_right h hw.le]
  have h2 : b * z ≤ Real.exp (b * z - 1) := by linarith [Real.add_one_le_exp (b * z - 1)]
  have h3 := mul_le_mul_of_nonneg_left h2 hE.le
  refine ⟨not_lt.1 fun hc => ?_, ?_⟩
  · linarith [(compare_iff a b hz).1.1 hc]
  rw [(compare_iff a b hz).2]
  constructor
  · intro hr
    -- equality forces the exponential bound to be saturated
    have hbz : b * z = 1 := by
      by_contra hne
      have h4 := Real.add_one_lt_exp (sub_ne_zero.2 hne)
      have h5 : b * z < Real.exp (b * z - 1) := by linarith
      linarith [mul_lt_mul_of_pos_left h5 hE]
    refine ⟨le_antisymm h (not_lt.1 fun hc => ?_), ?_⟩
    · have h6 := mul_lt_mul_of_pos_right hc hw
      unfold depthRatio at hr
      nlinarith
    · rw [eq_div_iff hb.ne']
      linarith
  · rintro ⟨h4, h5⟩
    have hbz : b * z = 1 := by rw [h5]; exact mul_one_div_cancel hb.ne'
    rw [hbz, sub_self, Real.exp_zero] at e
    unfold depthRatio
    rw [h4, hbz]
    linear_combination e + Real.exp 1 * Real.exp (-1) * hbz
```

Taken with `two_crossings`, this makes $4a>eb$ the exact condition, for $b>0$, under which the local-density tail is deeper anywhere above the surface.

## An image plane away from the origin

The image plane need not coincide with the origin used for the exponential. Put it at $z_0$, so that the image potential becomes $V_I(z-z_0)$ for $z>z_0$. The exponential can be rewritten as

$$-a\,e^{-bz}=-\left(a\,e^{-bz_0}\right)e^{-b(z-z_0)}.$$

Measured from the image plane it is again an exponential tail with the same $b$, but with amplitude $a\,e^{-bz_0}$. The condition for two crossings is accordingly

$$4a\,e^{-bz_0}>eb.$$

For positive $a$, moving the plane outwards lowers the effective amplitude and makes the condition harder to satisfy.

The earlier theorem gives crossing distances $w_1<w_2$ from the plane, and the heights are $z_1=z_0+w_1$ and $z_2=z_0+w_2$. In the code the equation `e` is the change of amplitude, and the final rewriting moves $z_0$ across the equalities and inequalities. The value of $z_0$ is an input, of either sign, and is not computed from the surface charge. The theorem treats the two-crossing case.

```lean
/-- For `b > 0` and an image plane at `z₀`, if `4a exp(-b z₀) > e b` then, among heights above that
plane, the tails cross at exactly two, and the local-density tail is deeper exactly between them. -/
theorem two_crossings_image_plane {a b z₀ : ℝ} (hb : 0 < b)
    (h : Real.exp 1 * b < 4 * (a * Real.exp (-(b * z₀)))) :
    ∃ z₁ z₂ : ℝ, z₀ < z₁ ∧ z₁ < z₂ ∧ ∀ z, z₀ < z →
      (ldaTail a b z = imageTail (z - z₀) ↔ z = z₁ ∨ z = z₂) ∧
      (ldaTail a b z < imageTail (z - z₀) ↔ z₁ < z ∧ z < z₂) := by
  obtain ⟨w₁, w₂, h1, h2, h3, hw⟩ := two_crossings hb h
  refine ⟨z₀ + w₁, z₀ + w₂, by linarith, by linarith, fun z hz => ?_⟩
  -- moving the origin to the image plane rescales the amplitude
  have e : ldaTail a b z = ldaTail (a * Real.exp (-(b * z₀))) b (z - z₀) := by
    have e' : Real.exp (-(b * z)) = Real.exp (-(b * z₀)) * Real.exp (-(b * (z - z₀))) := by
      rw [← Real.exp_add]
      congr 1
      ring
    unfold ldaTail
    rw [e']
    ring
  have hz' := hw (z - z₀) (sub_pos.2 hz)
  rw [e, hz'.1, hz'.2, sub_eq_iff_eq_add', sub_eq_iff_eq_add', lt_sub_iff_add_lt',
    sub_lt_iff_lt_add']
  exact ⟨Iff.rfl, Iff.rfl⟩

end

end ImagePotentialTail
```

```lean
#print axioms ImagePotentialTail.never_deeper
-- 'ImagePotentialTail.never_deeper' depends on axioms: [propext, Classical.choice, Quot.sound]
#print axioms ImagePotentialTail.two_crossings_image_plane
-- 'ImagePotentialTail.two_crossings_image_plane' depends on axioms: [propext, Classical.choice, Quot.sound]
```
